# A shaken square well has a period average with exactly two global minima when the quiver amplitude exceeds its half-width

## The well, the quiver motion and the average

Let \(V(x)=-1\) for \(-a\le x\le a\) and \(V(x)=0\) elsewhere, so that \(a\) is the half-width and the depth is the unit of energy. A charged particle in this well is driven by a monochromatic laser field of frequency \(\omega\), taken as uniform in space (the dipole approximation). In the frame that follows the free quiver motion, the field is replaced by a moving well, \(V(x+\alpha\sin t)\), where \(\alpha\) is the quiver amplitude and \(t\) is the phase of the field, \(\omega\) times the time. The Kramers-Henneberger potential is the average over one period:

\[
V_0(x)=\frac{1}{2\pi}\int_0^{2\pi}V(x+\alpha\sin t)\,dt .
\]

It is the lowest-order static potential of high-frequency Floquet theory, treated here for one particle in one dimension and a square well. That this average may stand in for the moving well in the Schrödinger equation is the high-frequency approximation. It is assumed, and the results below concern \(V_0\) itself.

"Dichotomous" often describes a ground state split into two lobes. Here it describes the potential: two equally deep global minima with higher ground between them.

```lean
import Mathlib

open Real

namespace KramersHenneberger

noncomputable section
```

In Lean, `squareWell a` is an indicator function with value \(-1\) on the closed interval `Set.Icc (-a) a`.

```lean
/-- The square well of unit depth: `-1` on `[-a, a]` and `0` elsewhere. -/
def squareWell (a : ℝ) : ℝ → ℝ := (Set.Icc (-a) a).indicator fun _ => -1
```

The average \(V_0(x)\) is `dressedWell a α x`, with all quantities real.

```lean
/-- The Kramers-Henneberger potential: the average over one period of the square well
seen from a position that quivers with amplitude `α`. -/
def dressedWell (a α x : ℝ) : ℝ :=
  1 / (2 * π) * ∫ t in (0 : ℝ)..2 * π, squareWell a (x + α * sin t)
```

Throughout, \(\arcsin\) is continued by \(-\pi/2\) below \(-1\) and by \(\pi/2\) above \(1\), as in Mathlib. One formula then also serves positions from which the quiver motion reaches only one edge of the well, or neither.

## (a) Time spent in the well during half a period

**Task.** For \(a\ge0\), \(\alpha>0\) and every \(x\), show that

\[
\int_{-\pi/2}^{\pi/2}V(x+\alpha\sin t)\,dt=-\left[\arcsin\frac{x+a}{\alpha}-\arcsin\frac{x-a}{\alpha}\right].
\]

**Solution.** The integrand is \(-1\) exactly when

\[
\frac{-a-x}{\alpha}\le\sin t\le\frac{a-x}{\alpha}.
\]

The sine increases on this half period, so for \(-\pi/2<t<\pi/2\) the condition reads \(L\le t\le R\), with

\[
L=\arcsin\frac{-a-x}{\alpha},\qquad R=\arcsin\frac{a-x}{\alpha}.
\]

The integral is \(-(R-L)\), and the oddness of \(\arcsin\) gives the claim.

In the Lean proof, `key` states this equivalence on the open interval. The two end points carry no weight in the integral. What remains is the integral of the constant \(-1\) from `L` to `R`, and `e1` and `e2` supply the oddness.

```lean
/-- The well integrated over the half period in which the quiver displacement rises from
`-α` to `α`, for `a ≥ 0` and `α > 0`; `arcsin` is continued by `±π/2` outside `[-1, 1]`. -/
theorem integral_half_period {a α : ℝ} (ha : 0 ≤ a) (hα : 0 < α) (x : ℝ) :
    ∫ t in -(π / 2)..π / 2, squareWell a (x + α * sin t)
      = -(arcsin ((x + a) / α) - arcsin ((x - a) / α)) := by
  obtain ⟨L, hL⟩ : ∃ L, L = arcsin ((-a - x) / α) := ⟨_, rfl⟩
  obtain ⟨R, hR⟩ : ∃ R, R = arcsin ((a - x) / α) := ⟨_, rfl⟩
  have hLR : L ≤ R := by
    rw [hL, hR]
    exact Real.monotone_arcsin (div_le_div_of_nonneg_right (by linarith) hα.le)
  have hL1 : -(π / 2) ≤ L := by rw [hL]; exact Real.neg_pi_div_two_le_arcsin _
  have hR1 : R ≤ π / 2 := by rw [hR]; exact Real.arcsin_le_pi_div_two _
  -- the particle is inside the well exactly for times between `L` and `R`
  have key : Set.EqOn (fun t => squareWell a (x + α * sin t))
      (fun t => (Set.Icc L R).indicator (fun _ => (-1 : ℝ)) t)
      (Set.Ioo (-(π / 2)) (π / 2)) := by
    intro t ht
    have h1 : L ≤ t ↔ (-a - x) / α ≤ sin t := by
      rw [hL]; exact Real.arcsin_le_iff_le_sin' ⟨ht.1.le, ht.2⟩
    have h2 : t ≤ R ↔ sin t ≤ (a - x) / α := by
      rw [hR]; exact Real.le_arcsin_iff_sin_le' ⟨ht.1, ht.2.le⟩
    rw [div_le_iff₀ hα] at h1
    rw [le_div_iff₀ hα] at h2
    have h : x + α * sin t ∈ Set.Icc (-a) a ↔ t ∈ Set.Icc L R := by
      rw [Set.mem_Icc, Set.mem_Icc, h1, h2]
      constructor <;> rintro ⟨h3, h4⟩ <;> constructor <;> linarith
    change (Set.Icc (-a) a).indicator (fun _ => (-1 : ℝ)) (x + α * sin t)
      = (Set.Icc L R).indicator (fun _ => (-1 : ℝ)) t
    by_cases hm : t ∈ Set.Icc L R
    · rw [Set.indicator_of_mem hm, Set.indicator_of_mem (h.2 hm)]
    · rw [Set.indicator_of_notMem hm, Set.indicator_of_notMem (fun h' => hm (h.1 h'))]
  have e1 : arcsin ((-a - x) / α) = -arcsin ((x + a) / α) := by
    rw [← Real.arcsin_neg]; congr 1; ring
  have e2 : arcsin ((a - x) / α) = -arcsin ((x - a) / α) := by
    rw [← Real.arcsin_neg]; congr 1; ring
  rw [intervalIntegral.integral_of_le (by linarith [Real.pi_pos]),
    MeasureTheory.integral_Ioc_eq_integral_Ioo,
    MeasureTheory.setIntegral_congr_fun measurableSet_Ioo key,
    ← MeasureTheory.integral_Icc_eq_integral_Ioo,
    MeasureTheory.setIntegral_indicator measurableSet_Icc,
    Set.inter_eq_right.2 (Set.Icc_subset_Icc hL1 hR1),
    MeasureTheory.integral_Icc_eq_integral_Ioc,
    ← intervalIntegral.integral_of_le hLR, intervalIntegral.integral_const, smul_eq_mul,
    hL, hR, e1, e2]
  ring
```

## (b) The potential at every position

**Task.** For \(a\ge0\) and \(\alpha>0\), derive

\[
V_0(x)=-\frac1\pi\left[\arcsin\frac{x+a}{\alpha}-\arcsin\frac{x-a}{\alpha}\right].
\]

**Solution.** By periodicity the average may be taken from \(-\pi/2\) to \(3\pi/2\). The substitution \(t\to\pi-t\) maps the second half of this range onto the first and leaves \(\sin t\) unchanged. Both halves therefore contribute the integral from (a). Twice that integral, divided by \(2\pi\), is the stated expression.

In the code, `h1` shifts the period, `h2` reflects its second half, and `h3` joins the two halves, for which the integrability statement `hint` is needed.

```lean
/-- Closed form of the Kramers-Henneberger potential at every position, for `a ≥ 0` and
`α > 0`; `arcsin` is continued by `±π/2` outside `[-1, 1]`. -/
theorem dressedWell_eq {a α : ℝ} (ha : 0 ≤ a) (hα : 0 < α) (x : ℝ) :
    dressedWell a α x = -(arcsin ((x + a) / α) - arcsin ((x - a) / α)) / π := by
  have hint : ∀ u v : ℝ, IntervalIntegrable (fun t => squareWell a (x + α * sin t))
      MeasureTheory.volume u v := by
    intro u v
    have hm : Measurable fun t : ℝ => x + α * sin t := by fun_prop
    have hS := hm (measurableSet_Icc (a := -a) (b := a))
    have hc : IntervalIntegrable (fun _ : ℝ => (-1 : ℝ)) MeasureTheory.volume u v :=
      continuous_const.intervalIntegrable u v
    exact ⟨MeasureTheory.Integrable.indicator hc.1 hS,
      MeasureTheory.Integrable.indicator hc.2 hS⟩
  have hper : Function.Periodic (fun t => squareWell a (x + α * sin t)) (2 * π) := by
    intro t
    simp only [Real.sin_add_two_pi]
  -- start the period at `-π/2` and reflect its second half onto the first
  have h1 : ∫ t in (0 : ℝ)..2 * π, squareWell a (x + α * sin t)
      = ∫ t in -(π / 2)..(π - -(π / 2)), squareWell a (x + α * sin t) := by
    have h := hper.intervalIntegral_add_eq 0 (-(π / 2))
    rw [zero_add, show -(π / 2) + 2 * π = π - -(π / 2) by ring] at h
    exact h
  have h2 : ∫ t in -(π / 2)..π / 2, squareWell a (x + α * sin (π - t))
      = ∫ t in (π - π / 2)..(π - -(π / 2)), squareWell a (x + α * sin t) :=
    intervalIntegral.integral_comp_sub_left (fun t => squareWell a (x + α * sin t)) π
  simp only [Real.sin_pi_sub] at h2
  rw [show π - π / 2 = π / 2 by ring] at h2
  have h3 := intervalIntegral.integral_add_adjacent_intervals
    (hint (-(π / 2)) (π / 2)) (hint (π / 2) (π - -(π / 2)))
  rw [dressedWell, h1, ← h3, ← h2, integral_half_period ha hα]
  ring
```

## (c) Reflection symmetry

**Task.** Under the same conditions, show that \(V_0(-x)=V_0(x)\).

**Solution.** Replacing \(x\) by \(-x\) turns the bracket in (b) into

\[
\arcsin\frac{-(x-a)}{\alpha}-\arcsin\frac{-(x+a)}{\alpha}
=\arcsin\frac{x+a}{\alpha}-\arcsin\frac{x-a}{\alpha}.
\]

The Lean proof is the same substitution, with `Real.arcsin_neg` for the oddness.

```lean
/-- For `a ≥ 0` and `α > 0` the Kramers-Henneberger potential is even. -/
theorem dressedWell_neg {a α : ℝ} (ha : 0 ≤ a) (hα : 0 < α) (x : ℝ) :
    dressedWell a α (-x) = dressedWell a α x := by
  rw [dressedWell_eq ha hα, dressedWell_eq ha hα,
    show (-x + a) / α = -((x - a) / α) by ring,
    show (-x - a) / α = -((x + a) / α) by ring, Real.arcsin_neg, Real.arcsin_neg]
  ring
```

## (d) The value where a turning point meets the edge of the well

**Task.** At \(x=\alpha-a\) the quiver motion turns round exactly at the edge \(-a\). For \(0\le a\le\alpha\) and \(\alpha>0\), show that

\[
V_0(\alpha-a)=-\frac2\pi\arcsin\sqrt{\frac a\alpha}.
\]

**Solution.** The two arguments in (b) are \(1\) and \(1-2a/\alpha\). Put \(\theta=\arcsin\sqrt{a/\alpha}\), so that \(0\le\theta\le\pi/2\). Then

\[
\sin\left(\frac\pi2-2\theta\right)=\cos2\theta=1-2\sin^2\theta=1-\frac{2a}{\alpha}.
\]

Since \(\pi/2-2\theta\) lies in \([-\pi/2,\pi/2]\), it equals \(\arcsin(1-2a/\alpha)\). Hence

\[
V_0(\alpha-a)=-\frac1\pi\left[\frac\pi2-\left(\frac\pi2-2\theta\right)\right]=-\frac{2\theta}{\pi}.
\]

The double-angle step, including the check of the range, is `hq`.

```lean
/-- The value of the potential at the position `x = α - a`, for `0 ≤ a ≤ α` and `α > 0`. -/
theorem dressedWell_turning {a α : ℝ} (ha : 0 ≤ a) (hα : 0 < α) (h : a ≤ α) :
    dressedWell a α (α - a) = -(2 / π) * arcsin √(a / α) := by
  have hs0 : 0 ≤ a / α := div_nonneg ha hα.le
  have hs1 : √(a / α) ≤ 1 :=
    Real.sqrt_le_iff.2 ⟨zero_le_one, by rw [one_pow]; exact (div_le_one hα).2 h⟩
  have hr0 := Real.sqrt_nonneg (a / α)
  have hθ0 : 0 ≤ arcsin √(a / α) := Real.arcsin_nonneg.2 hr0
  have hθ1 := Real.arcsin_le_pi_div_two √(a / α)
  -- the double-angle formula turns `1 - 2a/α` into a cosine
  have hq : arcsin (1 - 2 * (a / α)) = π / 2 - 2 * arcsin √(a / α) := by
    apply Real.arcsin_eq_of_sin_eq
    · rw [Real.sin_pi_div_two_sub, Real.cos_two_mul, Real.cos_sq',
        Real.sin_arcsin (by linarith) hs1, Real.sq_sqrt hs0]
      ring
    · constructor <;> linarith
  have e1 : (α - a + a) / α = 1 := by rw [sub_add_cancel, div_self hα.ne']
  have e2 : (α - a - a) / α = 1 - 2 * (a / α) := by
    rw [sub_sub, sub_div, div_self hα.ne']; ring
  rw [dressedWell_eq ha hα, e1, e2, hq, Real.arcsin_one]
  ring
```

## (e) Descent from the centre

**Task.** For \(0<a<\alpha\), show that

\[
0\le x<y\le\alpha-a\quad\Longrightarrow\quad V_0(y)<V_0(x).
\]

**Solution.** Write \(p=(x+a)/\alpha\) and \(q=(x-a)/\alpha\). For \(0<x<\alpha-a\) we have \(-p<q<p<1\), hence \(q^2<p^2<1\), and

\[
V_0'(x)=-\frac{1}{\pi\alpha}\left[\frac1{\sqrt{1-p^2}}-\frac1{\sqrt{1-q^2}}\right]<0 .
\]

Continuity extends the strict decrease to both end points, although the slope diverges at \(x=\alpha-a\), where \(p=1\).

`StrictAntiOn` is Lean's term for strictly decreasing on a set. The proof shows that the bracket from (b) is strictly increasing, through `strictMonoOn_of_deriv_pos`, which asks for continuity on the closed interval and a positive derivative only in its interior. The comparison of squares is `hsq`.

```lean
/-- For `0 < a < α` the potential falls strictly from the centre out to `α - a`. -/
theorem dressedWell_strictAntiOn {a α : ℝ} (ha : 0 < a) (h : a < α) :
    StrictAntiOn (dressedWell a α) (Set.Icc 0 (α - a)) := by
  have hα : 0 < α := ha.trans h
  have hc : Continuous fun y : ℝ => arcsin ((y + a) / α) - arcsin ((y - a) / α) :=
    (Real.continuous_arcsin.comp (by fun_prop : Continuous fun y : ℝ => (y + a) / α)).sub
      (Real.continuous_arcsin.comp (by fun_prop : Continuous fun y : ℝ => (y - a) / α))
  have hg : StrictMonoOn (fun y : ℝ => arcsin ((y + a) / α) - arcsin ((y - a) / α))
      (Set.Icc 0 (α - a)) := by
    apply strictMonoOn_of_deriv_pos (convex_Icc _ _) hc.continuousOn
    intro x hx
    rw [interior_Icc] at hx
    obtain ⟨hx0, hx1⟩ := hx
    have hp0 : 0 < (x + a) / α := by positivity
    have hp1 : (x + a) / α < 1 := (div_lt_one hα).2 (by linarith)
    have hqp : (x - a) / α < (x + a) / α := div_lt_div_of_pos_right (by linarith) hα
    have hpq : -((x + a) / α) < (x - a) / α := by
      rw [← neg_div]; exact div_lt_div_of_pos_right (by linarith) hα
    have hp2 : -1 < (x + a) / α := by linarith
    have hq1 : (x - a) / α < 1 := by linarith
    have hq2 : -1 < (x - a) / α := by linarith
    have i1 : HasDerivAt (fun y : ℝ => (y + a) / α) (1 / α) x :=
      ((hasDerivAt_id x).add_const a).div_const α
    have i2 : HasDerivAt (fun y : ℝ => (y - a) / α) (1 / α) x :=
      ((hasDerivAt_id x).sub_const a).div_const α
    have o1 : HasDerivAt arcsin (1 / √(1 - ((x + a) / α) ^ 2)) ((x + a) / α) :=
      Real.hasDerivAt_arcsin hp2.ne' hp1.ne
    have o2 : HasDerivAt arcsin (1 / √(1 - ((x - a) / α) ^ 2)) ((x - a) / α) :=
      Real.hasDerivAt_arcsin hq2.ne' hq1.ne
    have c1 := o1.comp x i1
    have c2 := o2.comp x i2
    have d1 : HasDerivAt (fun y : ℝ => arcsin ((y + a) / α))
        (1 / √(1 - ((x + a) / α) ^ 2) * (1 / α)) x := c1
    have d2 : HasDerivAt (fun y : ℝ => arcsin ((y - a) / α))
        (1 / √(1 - ((x - a) / α) ^ 2) * (1 / α)) x := c2
    rw [(d1.fun_sub d2).deriv, sub_pos]
    -- the edge nearer to the turning point is passed more slowly
    have hsq := sq_lt_sq' hpq hqp
    have hpos : 0 < 1 - ((x + a) / α) ^ 2 := by nlinarith
    exact mul_lt_mul_of_pos_right (one_div_lt_one_div_of_lt (Real.sqrt_pos.2 hpos)
      (Real.sqrt_lt_sqrt hpos.le (by linarith))) (one_div_pos.2 hα)
  intro x hx y hy hxy
  have hlt : arcsin ((x + a) / α) - arcsin ((x - a) / α)
      < arcsin ((y + a) / α) - arcsin ((y - a) / α) := hg hx hy hxy
  rw [dressedWell_eq ha.le hα, dressedWell_eq ha.le hα]
  exact div_lt_div_of_pos_right (neg_lt_neg hlt) Real.pi_pos
```

## (f) Positions further out

**Task.** For \(0<a<\alpha\), show that

\[
x>\alpha-a\quad\Longrightarrow\quad V_0(\alpha-a)<V_0(x).
\]

**Solution.** At both positions the first arcsine in (b) is \(\pi/2\), so only the second one matters. At \(\alpha-a\) its argument is \(1-2a/\alpha\), which lies between \(-1\) and \(1\) and is less than \(1\). At \(x\) the argument is larger. The arcsine is therefore strictly larger too, even if it has reached its ceiling \(\pi/2\), and \(V_0(x)\) is higher.

The case distinction in `hlt` separates arguments up to \(1\) from those above.

```lean
/-- For `0 < a < α` the potential at any point beyond `α - a` is strictly higher than
at `α - a`. -/
theorem dressedWell_lt_of_gt {a α x : ℝ} (ha : 0 < a) (h : a < α) (hx : α - a < x) :
    dressedWell a α (α - a) < dressedWell a α x := by
  have hα : 0 < α := ha.trans h
  have e1 : arcsin ((α - a + a) / α) = π / 2 :=
    Real.arcsin_of_one_le ((one_le_div hα).2 (by linarith))
  have e2 : arcsin ((x + a) / α) = π / 2 :=
    Real.arcsin_of_one_le ((one_le_div hα).2 (by linarith))
  have h0 : -1 ≤ (α - a - a) / α := (le_div_iff₀ hα).2 (by linarith)
  have h1 : (α - a - a) / α < 1 := (div_lt_one hα).2 (by linarith)
  have hq : (α - a - a) / α < (x - a) / α := div_lt_div_of_pos_right (by linarith) hα
  have hlt : arcsin ((α - a - a) / α) < arcsin ((x - a) / α) := by
    rcases le_total ((x - a) / α) 1 with h2 | h2
    · exact Real.strictMonoOn_arcsin ⟨h0, h1.le⟩ ⟨by linarith, h2⟩ hq
    · rw [Real.arcsin_of_one_le h2, ← Real.arcsin_one]
      exact Real.strictMonoOn_arcsin ⟨h0, h1.le⟩ ⟨by norm_num, le_refl 1⟩ h1
  rw [dressedWell_eq ha.le hα, dressedWell_eq ha.le hα, e1, e2]
  exact div_lt_div_of_pos_right (by linarith) Real.pi_pos
```

## (g) Two minima and the barrier between them

**Task.** For \(0<a<\alpha\), show that

\[
V_0(0)=-\frac2\pi\arcsin\frac a\alpha,\qquad
V_0(a-\alpha)=V_0(\alpha-a)<V_0(0),
\]

and that \(V_0(x)>V_0(\alpha-a)\) for every \(x\ne\pm(\alpha-a)\).

**Solution.** At \(x=0\) the arguments in (b) are \(\pm a/\alpha\), which gives the central value. Symmetry (c) carries the value in (d) over to \(a-\alpha\). For \(x\ge0\) other than \(\alpha-a\), either (e) or (f) shows that \(V_0(x)\) is higher; \(x=0\) is one such point. For \(x\le0\), apply this to \(-x\).

The theorem lists five statements: three values, the inequality at the centre, and the strict inequality at all other positions. In its proof, `right` combines (e) and (f) on the right half-line, and `dressedWell_neg` transfers the result to the left.

```lean
/-- Dichotomy of the Kramers-Henneberger potential for `0 < a < α`: its values at the centre
and at `±(α - a)`, the latter being lower, and `±(α - a)` are its only global minima. -/
theorem dressedWell_dichotomous {a α : ℝ} (ha : 0 < a) (h : a < α) :
    dressedWell a α 0 = -(2 / π) * arcsin (a / α) ∧
    dressedWell a α (α - a) = -(2 / π) * arcsin √(a / α) ∧
    dressedWell a α (a - α) = -(2 / π) * arcsin √(a / α) ∧
    dressedWell a α (α - a) < dressedWell a α 0 ∧
    ∀ x, x ≠ α - a → x ≠ a - α → dressedWell a α (α - a) < dressedWell a α x := by
  have hα : 0 < α := ha.trans h
  have right : ∀ y, 0 ≤ y → y ≠ α - a → dressedWell a α (α - a) < dressedWell a α y := by
    intro y hy hne
    rcases lt_or_gt_of_ne hne with h1 | h1
    · exact dressedWell_strictAntiOn ha h ⟨hy, h1.le⟩ ⟨by linarith, le_refl _⟩ h1
    · exact dressedWell_lt_of_gt ha h h1
  refine ⟨?_, dressedWell_turning ha.le hα h.le, ?_, right 0 (le_refl 0) (by linarith), ?_⟩
  · rw [dressedWell_eq ha.le hα, zero_add, zero_sub,
      show -a / α = -(a / α) by ring, Real.arcsin_neg]
    ring
  · rw [← neg_sub α a, dressedWell_neg ha.le hα]
    exact dressedWell_turning ha.le hα h.le
  · intro x h1 h2
    rcases le_total 0 x with hx | hx
    · exact right x hx h1
    · -- the left half follows by reflection
      have h3 := right (-x) (by linarith) (fun h4 => h2 (by linarith))
      rwa [dressedWell_neg ha.le hα] at h3

end

end KramersHenneberger
```

```lean
#print axioms KramersHenneberger.integral_half_period
#print axioms KramersHenneberger.dressedWell_dichotomous
```

```
'KramersHenneberger.integral_half_period' depends on axioms: [propext, Classical.choice, Quot.sound]
'KramersHenneberger.dressedWell_dichotomous' depends on axioms: [propext, Classical.choice, Quot.sound]
```

## Numbers for a driven electron

In atomic units an electron in a field of amplitude \(E_0\) has \(\alpha=E_0/\omega^2\). With \(E_0=8\) and \(\omega=2\) this is \(\alpha=2\). For \(a=1\) the formulas give \(V_0(0)=-1/3\) and \(V_0(\pm1)=-1/2\), in units of the well depth. To approximate the dressed bound states when the photon energy is large compared with their binding energies, one can multiply \(V_0\) by the well depth in hartrees, place it on a grid, add the kinetic energy \(-\tfrac12\,d^2/dx^2\), and diagonalise.

## Averaging over displacement

The average could also have been defined through the displacement \(s=\alpha\sin t\), whose distribution over a period has density \(1/(\pi\sqrt{\alpha^2-s^2})\) for \(|s|<\alpha\):

\[
V_0(x)=\int_{-\alpha}^{\alpha}\frac{V(x+s)}{\pi\sqrt{\alpha^2-s^2}}\,ds .
\]

The arcsines then appear directly as antiderivatives, and the reflection in (b) is absorbed into the density. In exchange, the integrand can be singular at \(s=\pm\alpha\), and the link to the time average needs its own proof.
